# Exponential decay of $(1-R)^{-1}$ for nearest-neighbour hopping with absolute row sums below one

Cut the inverse of a sparse matrix down to a band, and without a bound on the discarded entries the error is unknown. Sparsity alone does not make it small. On an open chain, let $R_{i,i+1}=1$ and let all other entries vanish. Then $1-R$ has only two nonzero diagonals, but every entry of its inverse on and above the main diagonal equals 1, however far apart the two sites are.

In that example the absolute row sums reach 1. The decay bounds for $(1-R)^{-1}$ below assume that they stay at or below some $q<1$: the total weight with which amplitudes feed into any one site is less than one, so each application of $R$ damps the largest amplitude. For finite, non-interacting nearest-neighbour models, this controls the error of truncating a resolvent at energies of large enough modulus.

The sites form a finite set `ι`, and the entries of $R$ lie in `𝕜`, which is $\mathbb R$ or $\mathbb C$.

```lean
import Mathlib

open Matrix

namespace NearestNeighbourDecay

variable {𝕜 ι : Type*} [RCLike 𝕜] [Fintype ι] [DecidableEq ι]
```

Distances $d(i,j)$ are natural numbers. Nearest-neighbour hopping means $R_{ij}=0$ whenever $d(i,j)>1$; on-site terms $R_{ii}$ are allowed.

```lean
/-- A matrix has nearest-neighbour hopping for the distance `d` if it does not couple
sites more than one unit apart. -/
def IsNearestNeighbour {𝕜 ι : Type*} [Zero 𝕜] (d : ι → ι → ℕ) (R : Matrix ι ι 𝕜) : Prop :=
  ∀ i j, 1 < d i j → R i j = 0
```

On a linear chain the distance is $|i-j|$, with sites numbered from 0.

```lean
/-- The distance `|i - j|` between two sites of a linear chain. -/
def chainDist {n : ℕ} (i j : Fin n) : ℕ := ((i : ℤ) - (j : ℤ)).natAbs
```

The theorems that use a general $d$ assume $d(i,i)=0$ (`hd`) and the triangle inequality (`tri`). Symmetry is not needed, and lattices of any dimension are included.

## (a) The range of $k$ hops

Show that for nearest-neighbour hopping
$$(R^k)_{ij}=0\quad\text{if } k<d(i,j).$$

**Solution.** Use induction on $k$. For $k=0$, $d(i,j)>0$ forces $i\neq j$, and the identity matrix vanishes there. For the step, write
$$(R^{k+1})_{ij}=\sum_l R_{il}(R^k)_{lj}.$$
If $d(i,l)>1$, the first factor vanishes. Otherwise $k+1<d(i,j)\le 1+d(l,j)$, so $k<d(l,j)$ and the second factor vanishes by induction. The code makes the same case split on `1 < d i l`.

```lean
/-- With nearest-neighbour hopping, `k` hops do not connect sites whose distance
exceeds `k`. -/
theorem pow_apply_eq_zero {d : ι → ι → ℕ} {R : Matrix ι ι 𝕜} (hd : ∀ i, d i i = 0)
    (tri : ∀ i j k, d i k ≤ d i j + d j k) (hR : IsNearestNeighbour d R) (k : ℕ) :
    ∀ i j, k < d i j → (R ^ k) i j = 0 := by
  induction k with
  | zero =>
    intro i j h
    have hij : i ≠ j := by
      rintro rfl
      rw [hd] at h
      exact lt_irrefl _ h
    rw [pow_zero, Matrix.one_apply_ne hij]
  | succ k ih =>
    intro i j h
    rw [pow_succ', Matrix.mul_apply]
    refine Finset.sum_eq_zero fun l _ => ?_
    by_cases hl : 1 < d i l
    · rw [hR i l hl, zero_mul]
    · rw [ih l j (by have := tri i l j; omega), mul_zero]
```

## (b) Damping of amplitudes

Let $\sum_j|R_{ij}|\le q$ for all $i$, and $|v_i|\le M$ for all $i$. Show that
$$|(R^m v)_i|\le q^m M.$$

**Solution.** The case $m=0$ is the assumption on $v$. If the bound holds for $m$, then
$$|(R^{m+1}v)_i|\le\sum_j|R_{ij}|\,|(R^m v)_j|\le\Big(\sum_j|R_{ij}|\Big)q^mM\le q^{m+1}M.$$
The last step needs $q^mM\ge0$, which holds because $q^mM$ bounds an absolute value. The `calc` block follows this chain; `*ᵥ` is the matrix acting on a vector.

```lean
/-- If all absolute row sums of `R` are at most `q`, then `m` applications of `R` to a vector
with amplitudes at most `M` give amplitudes at most `q ^ m * M`. -/
theorem norm_pow_mulVec_le {R : Matrix ι ι 𝕜} {q M : ℝ} (hq : ∀ i, ∑ j, ‖R i j‖ ≤ q)
    {v : ι → 𝕜} (hv : ∀ i, ‖v i‖ ≤ M) (m : ℕ) :
    ∀ i, ‖(R ^ m *ᵥ v) i‖ ≤ q ^ m * M := by
  induction m with
  | zero =>
    intro i
    rw [pow_zero, pow_zero, Matrix.one_mulVec, one_mul]
    exact hv i
  | succ m ih =>
    intro i
    have hM : 0 ≤ q ^ m * M := (norm_nonneg _).trans (ih i)
    rw [pow_succ', ← Matrix.mulVec_mulVec]
    calc ‖∑ j, R i j * (R ^ m *ᵥ v) j‖
        ≤ ∑ j, ‖R i j * (R ^ m *ᵥ v) j‖ := norm_sum_le _ _
      _ ≤ ∑ j, ‖R i j‖ * (q ^ m * M) := by
          refine Finset.sum_le_sum fun j _ => ?_
          rw [norm_mul]
          exact mul_le_mul_of_nonneg_left (ih j) (norm_nonneg _)
      _ = (∑ j, ‖R i j‖) * (q ^ m * M) := by rw [Finset.sum_mul]
      _ ≤ q * (q ^ m * M) := mul_le_mul_of_nonneg_right (hq i) hM
      _ = q ^ (m + 1) * M := by ring
```

## (c) Response to a bounded source

Let the row sums be at most $q<1$, let $(1-R)v=b$, and let $|b_i|\le B$ for all $i$. Show that
$$|v_i|\le\frac{B}{1-q}.$$

**Solution.** Choose the site $k$ where $|v_k|$ is largest. There $v_k=b_k+(Rv)_k$, and part (b) with $m=1$ and $M=|v_k|$ gives
$$|v_k|\le B+q|v_k|,\qquad\text{so}\qquad(1-q)|v_k|\le B.$$
Every other $|v_i|$ is no larger. In the code, `Finite.exists_max` supplies the site $k$, while `h1`, `h2` and `h3` are the equation at $k$, the damping estimate and the triangle inequality.

```lean
/-- If all absolute row sums of `R` are at most `q < 1`, the response `v` to a source `b`,
`(1 - R) v = b`, is at most `1 / (1 - q)` times a bound `B` on the source. -/
theorem norm_response_le {R : Matrix ι ι 𝕜} {q B : ℝ} (hq : ∀ i, ∑ j, ‖R i j‖ ≤ q)
    (hq1 : q < 1) {v b : ι → 𝕜} (hv : (1 - R) *ᵥ v = b) (hb : ∀ i, ‖b i‖ ≤ B) (i : ι) :
    ‖v i‖ ≤ B / (1 - q) := by
  have : Nonempty ι := ⟨i⟩
  -- look at the site where the response is largest
  obtain ⟨k, hk⟩ := Finite.exists_max (fun j => ‖v j‖)
  have h1 : v k = b k + (R *ᵥ v) k := by
    have h := congrFun hv k
    rw [Matrix.sub_mulVec, Matrix.one_mulVec, Pi.sub_apply] at h
    linear_combination h
  have h2 : ‖(R *ᵥ v) k‖ ≤ q * ‖v k‖ := by
    have h := norm_pow_mulVec_le hq hk 1 k
    rwa [pow_one, pow_one] at h
  have h3 : ‖v k‖ ≤ ‖b k‖ + ‖(R *ᵥ v) k‖ :=
    (congrArg norm h1).le.trans (norm_add_le _ _)
  have h4 := mul_le_mul_of_nonneg_right (hk i) (sub_pos.mpr hq1).le
  rw [le_div_iff₀ (sub_pos.mpr hq1)]
  linarith [hb k]
```

## (d) Invertibility

Show that if the row sums are at most $q<1$, then
$$1-R\ \text{is invertible.}$$

**Solution.** Suppose $(1-R)v=(1-R)w$. Then $v-w$ is the response to a zero source, and part (c) with $B=0$ gives $v=w$. An injective square matrix is invertible. In Lean, invertibility is `IsUnit (1 - R)`, and the first rewrite turns it into injectivity.

```lean
/-- If all absolute row sums of `R` are at most `q < 1`, then `1 - R` is invertible. -/
theorem isUnit_one_sub {R : Matrix ι ι 𝕜} {q : ℝ} (hq : ∀ i, ∑ j, ‖R i j‖ ≤ q)
    (hq1 : q < 1) : IsUnit (1 - R) := by
  rw [← Matrix.mulVec_injective_iff_isUnit]
  intro v w h
  have h0 : (1 - R) *ᵥ (v - w) = 0 := by
    rw [Matrix.mulVec_sub]
    exact sub_eq_zero.mpr h
  funext i
  -- a vanishing source has a vanishing response
  have hi := norm_response_le (B := 0) hq hq1 h0 (fun j => by simp) i
  rw [zero_div, norm_le_zero_iff, Pi.sub_apply] at hi
  exact sub_eq_zero.mp hi
```

## (e) A Neumann series with its remainder

Let $(1-R)G=1$. Show that for every $m$
$$G=\sum_{k=0}^{m-1}R^k+R^mG.$$

**Solution.** The sum telescopes:
$$\Big(\sum_{k=0}^{m-1}R^k\Big)(1-R)=1-R^m.$$
Multiply by $G$ from the right. The left side becomes $\sum_{k<m}R^k$ and the right side $G-R^mG$. No convergence is involved, and no bound on $R$ is used. The telescoping identity is `geom_sum_mul_neg`.

```lean
/-- The Neumann series of an inverse `G` of `1 - R`, stopped after `m` terms, with its exact
remainder `R ^ m * G`. -/
theorem neumann_remainder {R G : Matrix ι ι 𝕜} (hG : (1 - R) * G = 1) (m : ℕ) :
    G = ∑ k ∈ Finset.range m, R ^ k + R ^ m * G := by
  calc G = (1 - R ^ m) * G + R ^ m * G := by rw [sub_mul, one_mul, sub_add_cancel]
    _ = (∑ k ∈ Finset.range m, R ^ k) * ((1 - R) * G) + R ^ m * G := by
        rw [← geom_sum_mul_neg R m, mul_assoc]
    _ = ∑ k ∈ Finset.range m, R ^ k + R ^ m * G := by rw [hG, mul_one]
```

## (f) Decay with distance

For nearest-neighbour hopping with row sums at most $q<1$, show that $1-R$ is invertible and
$$\left|\big((1-R)^{-1}\big)_{ij}\right|\le\frac{q^{d(i,j)}}{1-q}.$$

**Solution.** Part (d) gives the inverse $G$. Its column $j$ solves $(1-R)v=b$ with $b$ a unit source at $j$, so part (c) with $B=1$ gives $|G_{lj}|\le1/(1-q)$ for all $l$. Now take $m=d(i,j)$ in part (e). By part (a) every term of the sum vanishes at entry $ij$, leaving
$$G_{ij}=(R^{d(i,j)}G)_{ij}.$$
Part (b), applied to column $j$ of $G$ with $M=1/(1-q)$, finishes the estimate.

These steps are `hcol`, `e` and `hb` in the code. The statement pairs the bound with `IsUnit`, which ensures that `⁻¹` is a true inverse.

```lean
/-- For nearest-neighbour hopping with all absolute row sums at most `q < 1`, the matrix `1 - R`
is invertible and the entries of its inverse decay exponentially with distance. -/
theorem inverse_decay {d : ι → ι → ℕ} {R : Matrix ι ι 𝕜} {q : ℝ} (hd : ∀ i, d i i = 0)
    (tri : ∀ i j k, d i k ≤ d i j + d j k) (hR : IsNearestNeighbour d R)
    (hq : ∀ i, ∑ j, ‖R i j‖ ≤ q) (hq1 : q < 1) :
    IsUnit (1 - R) ∧ ∀ i j, ‖(1 - R)⁻¹ i j‖ ≤ q ^ d i j / (1 - q) := by
  have hu := isUnit_one_sub hq hq1
  refine ⟨hu, fun i j => ?_⟩
  have hG : (1 - R) * (1 - R)⁻¹ = 1 :=
    Matrix.mul_nonsing_inv _ ((Matrix.isUnit_iff_isUnit_det _).mp hu)
  generalize (1 - R)⁻¹ = G at hG ⊢
  -- each column of the inverse is the response to a unit source
  have hcol : ∀ l, ‖G l j‖ ≤ 1 / (1 - q) := by
    refine norm_response_le (v := fun l => G l j)
      (b := fun l => (1 : Matrix ι ι 𝕜) l j) hq hq1 ?_ ?_
    · funext l
      exact congrFun (congrFun hG l) j
    · intro l
      rw [Matrix.one_apply]
      split_ifs <;> simp
  -- fewer than `d i j` hops do not contribute to this entry
  have e : G i j = (R ^ d i j * G) i j := by
    have h := congrFun (congrFun (neumann_remainder hG (d i j)) i) j
    rwa [Matrix.add_apply, Matrix.sum_apply, Finset.sum_eq_zero (fun k hk =>
      pow_apply_eq_zero hd tri hR k i j (Finset.mem_range.mp hk)), zero_add] at h
  have hb : ‖(R ^ d i j * G) i j‖ ≤ q ^ d i j * (1 / (1 - q)) :=
    norm_pow_mulVec_le hq hcol (d i j) i
  rw [e]
  exact hb.trans_eq (mul_one_div _ _)
```

## (g) The tridiagonal case

Let $R$ be a real tridiagonal $n\times n$ matrix with absolute row sums at most $q<1$. Show that $1-R$ is invertible and
$$\left|\big((1-R)^{-1}\big)_{ij}\right|\le\frac{q^{|i-j|}}{1-q}.$$

**Solution.** Set $d(i,j)=|i-j|$ in part (f). It vanishes for $i=j$ and obeys the triangle inequality, and nearest-neighbour hopping for this distance is exactly tridiagonality. `Fin n` labels the sites, and `omega` checks the triangle inequality.

```lean
/-- For a real tridiagonal matrix with all absolute row sums at most `q < 1`, `1 - R` is
invertible and entry `i j` of its inverse is at most `q ^ |i - j| / (1 - q)` in absolute value. -/
theorem tridiagonal_inverse_decay {n : ℕ} {R : Matrix (Fin n) (Fin n) ℝ} {q : ℝ}
    (hR : IsNearestNeighbour chainDist R) (hq : ∀ i, ∑ j, |R i j| ≤ q) (hq1 : q < 1) :
    IsUnit (1 - R) ∧ ∀ i j, |(1 - R)⁻¹ i j| ≤ q ^ chainDist i j / (1 - q) :=
  inverse_decay (fun i => by simp [chainDist])
    (fun i j k => by simp only [chainDist]; omega) hR hq hq1
```

## (h) The resolvent at energies of large modulus

Let $H$ be a nearest-neighbour Hamiltonian with absolute row sums, on-site energies included, at most $h<|z|$. Show that $z-H$ is invertible and
$$\left|\big((z-H)^{-1}\big)_{ij}\right|\le\frac{(h/|z|)^{d(i,j)}}{|z|-h}.$$

**Solution.** Factor $z-H=z(1-H/z)$. The matrix $H/z$ has row sums at most $q=h/|z|<1$, so part (f) applies, and
$$\left|\big((z-H)^{-1}\big)_{ij}\right|\le\frac1{|z|}\,\frac{(h/|z|)^{d(i,j)}}{1-h/|z|}=\frac{(h/|z|)^{d(i,j)}}{|z|-h}.$$
The code writes $z-H$ as `z • 1 - H`, and `hAB` verifies that $z^{-1}(1-H/z)^{-1}$ is its inverse. Hermiticity is not required.

The condition $|z|>h$ places $z$ outside a disc that contains all eigenvalues. This excludes energies in a gap between occupied and empty states of a Hermitian $H$, so the bound does not by itself give the decay of the density matrix.

```lean
/-- For a nearest-neighbour Hamiltonian with all absolute row sums at most `h < |z|`, the
resolvent `(z - H)⁻¹` exists and decays exponentially with distance. -/
theorem resolvent_decay {d : ι → ι → ℕ} {H : Matrix ι ι 𝕜} {h : ℝ} {z : 𝕜}
    (hd : ∀ i, d i i = 0) (tri : ∀ i j k, d i k ≤ d i j + d j k)
    (hH : IsNearestNeighbour d H) (hh : ∀ i, ∑ j, ‖H i j‖ ≤ h) (hz : h < ‖z‖) :
    IsUnit (z • 1 - H) ∧
      ∀ i j, ‖(z • 1 - H)⁻¹ i j‖ ≤ (h / ‖z‖) ^ d i j / (‖z‖ - h) := by
  rcases isEmpty_or_nonempty ι with he | ⟨⟨i₀⟩⟩
  · exact ⟨isUnit_of_subsingleton _, fun i => isEmptyElim i⟩
  have hpos : 0 < ‖z‖ :=
    ((Finset.sum_nonneg fun j _ => norm_nonneg (H i₀ j)).trans (hh i₀)).trans_lt hz
  have hz0 : z ≠ 0 := norm_pos_iff.mp hpos
  -- rescale the Hamiltonian by the energy
  obtain ⟨hu, hdec⟩ := inverse_decay (R := z⁻¹ • H) (q := h / ‖z‖) hd tri
    (fun i j hij => by rw [Matrix.smul_apply, hH i j hij, smul_zero])
    (fun i => by
      simp only [Matrix.smul_apply, smul_eq_mul, norm_mul, norm_inv]
      rw [← Finset.mul_sum, div_eq_inv_mul]
      exact mul_le_mul_of_nonneg_left (hh i) (inv_nonneg.mpr hpos.le))
    ((div_lt_one hpos).mpr hz)
  have hA : z • 1 - H = z • (1 - z⁻¹ • H) := by
    rw [smul_sub, smul_smul, mul_inv_cancel₀ hz0, one_smul]
  have hAB : (z • 1 - H) * (z⁻¹ • (1 - z⁻¹ • H)⁻¹) = 1 := by
    rw [hA, Matrix.smul_mul, Matrix.mul_smul, smul_smul, mul_inv_cancel₀ hz0, one_smul]
    exact Matrix.mul_nonsing_inv _ ((Matrix.isUnit_iff_isUnit_det _).mp hu)
  refine ⟨⟨⟨_, _, hAB, mul_eq_one_comm.mp hAB⟩, rfl⟩, fun i j => ?_⟩
  rw [Matrix.inv_eq_right_inv hAB, Matrix.smul_apply, smul_eq_mul, norm_mul, norm_inv]
  have e : ‖z‖ - h = ‖z‖ * (1 - h / ‖z‖) := by
    rw [mul_sub, mul_one, mul_div_cancel₀ h hpos.ne']
  have hc : ∀ a b c : ℝ, c⁻¹ * (a / b) = a / (c * b) := by
    intro a b c
    ring
  rw [e, ← hc]
  exact mul_le_mul_of_nonneg_left (hdec i j) (inv_nonneg.mpr hpos.le)
```

## (i) A chain that attains the bound

Take sites $0,\dots,n$ and write $s(i)=\min(i+1,n)$ for the right neighbour, with the last site sent to itself.

```lean
/-- The right neighbour of a site in a chain of `n + 1` sites; the last site is sent to itself. -/
def nextSite {n : ℕ} (i : Fin (n + 1)) : Fin (n + 1) := ⟨min (i + 1) n, by omega⟩
```

For $0\le q<1$, let $R_{i,s(i)}=q$ and let all other entries vanish. Acting on amplitudes, $(Rv)_i=q\,v_{s(i)}$: each site is fed by its right neighbour, and the last site by itself. For $n\ge1$ and $q>0$ this $R$ is not symmetric, so the example does not show that a Hermitian Hamiltonian attains the bound.

```lean
/-- The matrix of one-way hopping: the entry in row `i` and column `nextSite i` is `q`, and all
other entries vanish. -/
def drift (n : ℕ) (q : ℝ) : Matrix (Fin (n + 1)) (Fin (n + 1)) ℝ :=
  Matrix.of fun i j => if j = nextSite i then q else 0
```

Show that $R$ is tridiagonal, that its absolute row sums all equal $q$, and that
$$\big((1-R)^{-1}\big)_{in}=\frac{q^{|i-n|}}{1-q}\quad\text{for every } i.$$

**Solution.** Each row has a single entry $q\ge0$, at distance at most 1 from the diagonal, which gives the first two claims. By part (d) there is an inverse $G$, and the last column of $(1-R)G=1$ reads
$$G_{in}=\delta_{in}+q\,G_{s(i),n}.$$
At the last site this is $G_{nn}=1+qG_{nn}$, so $G_{nn}=1/(1-q)$. At every other site $G_{in}=q\,G_{i+1,n}$, so each step to the left contributes one factor $q$.

The recursion is `hrow`, and `key` is the induction on the number $k$ of steps from the last site. Equality thus occurs at every distance from 0 to $n$, for a chain of any length, including the single site $n=0$.

```lean
/-- The tridiagonal bound is sharp: for `0 ≤ q < 1`, one-way hopping is tridiagonal with absolute
row sums `q`, and the last column of the inverse attains the bound at every site. -/
theorem drift_attains_bound (n : ℕ) {q : ℝ} (hq0 : 0 ≤ q) (hq1 : q < 1) :
    IsNearestNeighbour chainDist (drift n q) ∧ (∀ i, ∑ j, |drift n q i j| = q) ∧
      ∀ i, (1 - drift n q)⁻¹ i (Fin.last n) = q ^ chainDist i (Fin.last n) / (1 - q) := by
  have hsum : ∀ i, ∑ j, |drift n q i j| = q := by
    intro i
    have h : ∀ j, |drift n q i j| = if j = nextSite i then q else 0 := by
      intro j
      simp only [drift, Matrix.of_apply]
      split_ifs
      · exact abs_of_nonneg hq0
      · exact abs_zero
    simp [h]
  refine ⟨?_, hsum, ?_⟩
  · intro i j h
    simp only [drift, Matrix.of_apply]
    refine if_neg ?_
    rintro rfl
    have := i.isLt
    simp only [chainDist, nextSite] at h
    omega
  have hu : IsUnit (1 - drift n q) := isUnit_one_sub (fun i => (hsum i).le) hq1
  have hG : (1 - drift n q) * (1 - drift n q)⁻¹ = 1 :=
    Matrix.mul_nonsing_inv _ ((Matrix.isUnit_iff_isUnit_det _).mp hu)
  generalize (1 - drift n q)⁻¹ = G at hG ⊢
  -- the last column of `(1 - R) * G = 1` relates the entry at `i` to the entry at `nextSite i`
  have hrow : ∀ i, G i (Fin.last n) =
      (1 : Matrix (Fin (n + 1)) (Fin (n + 1)) ℝ) i (Fin.last n)
        + q * G (nextSite i) (Fin.last n) := by
    intro i
    have h := congrFun (congrFun hG i) (Fin.last n)
    have hs : ∑ j, drift n q i j * G j (Fin.last n) = q * G (nextSite i) (Fin.last n) := by
      simp [drift]
    rw [sub_mul, one_mul, Matrix.sub_apply, Matrix.mul_apply, hs] at h
    linear_combination h
  have key : ∀ k : ℕ, ∀ i : Fin (n + 1), (i : ℕ) + k = n →
      G i (Fin.last n) = q ^ k / (1 - q) := by
    intro k
    induction k with
    | zero =>
      intro i hi
      have hl : i = Fin.last n := Fin.ext (by simpa using hi)
      have hn : nextSite (Fin.last n) = Fin.last n := Fin.ext (by simp [nextSite])
      have h := hrow (Fin.last n)
      rw [hn, Matrix.one_apply_eq] at h
      rw [hl, pow_zero, eq_div_iff (sub_pos.mpr hq1).ne']
      linear_combination h
    | succ k ih =>
      intro i hi
      have hl : i ≠ Fin.last n := by
        intro h
        have hv := congrArg Fin.val h
        rw [Fin.val_last] at hv
        omega
      have hn : (nextSite i : ℕ) + k = n := by
        simp only [nextSite]
        omega
      rw [hrow i, Matrix.one_apply_ne hl, ih (nextSite i) hn]
      ring
  intro i
  refine key _ i ?_
  have := i.isLt
  simp only [chainDist, Fin.val_last]
  omega

end NearestNeighbourDecay
```

```lean
#print axioms NearestNeighbourDecay.inverse_decay
#print axioms NearestNeighbourDecay.tridiagonal_inverse_decay
#print axioms NearestNeighbourDecay.resolvent_decay
#print axioms NearestNeighbourDecay.drift_attains_bound
```

```
'NearestNeighbourDecay.inverse_decay' depends on axioms: [propext, Classical.choice, Quot.sound]
'NearestNeighbourDecay.tridiagonal_inverse_decay' depends on axioms: [propext, Classical.choice, Quot.sound]
'NearestNeighbourDecay.resolvent_decay' depends on axioms: [propext, Classical.choice, Quot.sound]
'NearestNeighbourDecay.drift_attains_bound' depends on axioms: [propext, Classical.choice, Quot.sound]
```
